# Two-sided bounds on harmonic one-phonon diffuse scattering, with its classical value as the lower bound

X-rays scattered by a thermally vibrating crystal leave diffuse intensity around the Bragg peaks, and each vibrational mode contributes to it with a weight that depends on its frequency and on the temperature. How far can this intensity, for harmonic modes of positive frequency, lie from its classical value, in which the lattice vibrations enter only through the inverse dynamical matrix?

```lean
import Mathlib

open Matrix Filter Topology
open scoped ComplexOrder

namespace ThermalDiffuseScattering

noncomputable section

variable {n : Type*} [Fintype n] [DecidableEq n]

/-- Normal modes of a dynamical matrix `D`: positive frequencies `w j` and orthonormal
polarisation vectors `e j` with `D e_j = w_j² e_j`. -/
structure NormalModes (D : Matrix n n ℂ) (w : n → ℝ) (e : n → n → ℂ) : Prop where
  pos : ∀ j, 0 < w j
  orthonormal : ∀ i j, star (e i) ⬝ᵥ e j = if i = j then 1 else 0
  eigen : ∀ j, D *ᵥ e j = ((w j : ℂ) ^ 2) • e j

/-- One-phonon intensity `∑ⱼ |⟨eⱼ,F⟩|² coth(β wⱼ/2) / wⱼ` for the scattering amplitude
vector `F` at inverse temperature `β`. -/
def intensity (β : ℝ) (w : n → ℝ) (e : n → n → ℂ) (F : n → ℂ) : ℝ :=
  ∑ j, ‖star (e j) ⬝ᵥ F‖ ^ 2 * (Real.cosh (β * w j / 2) / Real.sinh (β * w j / 2)) / w j

/-- Static response `⟨F, D⁻¹ F⟩` of the lattice to the force pattern `F` (its real part). -/
def staticResponse (D : Matrix n n ℂ) (F : n → ℂ) : ℝ :=
  (star F ⬝ᵥ (D⁻¹ *ᵥ F)).re

/-- The matrix whose columns are the polarisation vectors. -/
def modeMatrix (e : n → n → ℂ) : Matrix n n ℂ := Matrix.of fun i j => e j i

/-- A function that is differentiable on the whole real line, vanishes at zero and has nonnegative
derivative for `x ≥ 0` is nonnegative for `x ≥ 0`. -/
lemma nonneg_of_slope {f f' : ℝ → ℝ} (h : ∀ x, HasDerivAt f (f' x) x) (h0 : f 0 = 0)
    (h' : ∀ x, 0 ≤ x → 0 ≤ f' x) {x : ℝ} (hx : 0 ≤ x) : 0 ≤ f x := by
  have hm : MonotoneOn f (Set.Ici 0) := by
    refine monotoneOn_of_deriv_nonneg (convex_Ici 0)
      (fun y _ => (h y).continuousAt.continuousWithinAt)
      (fun y _ => (h y).differentiableAt.differentiableWithinAt) (fun y hy => ?_)
    rw [interior_Ici] at hy
    rw [(h y).deriv]
    exact h' y (Set.mem_Ioi.mp hy).le
  have := hm (Set.mem_Ici.mpr le_rfl) (Set.mem_Ici.mpr hx) hx
  rwa [h0] at this

/-- The thermal factor obeys `1/x ≤ coth x ≤ 1/x + x/3` for `x > 0`. -/
theorem coth_bounds {x : ℝ} (hx : 0 < x) :
    1 / x ≤ Real.cosh x / Real.sinh x ∧ Real.cosh x / Real.sinh x ≤ 1 / x + x / 3 := by
  have hs : 0 < Real.sinh x := Real.sinh_pos_iff.mpr hx
  -- the slope of `y cosh y - sinh y` is `y sinh y`
  have low : ∀ y : ℝ, 0 ≤ y → 0 ≤ y * Real.cosh y - Real.sinh y := fun y hy =>
    nonneg_of_slope (f := fun y => y * Real.cosh y - Real.sinh y)
      (f' := fun y => y * Real.sinh y)
      (fun y => (((hasDerivAt_id' y).fun_mul (Real.hasDerivAt_cosh y)).fun_sub
        (Real.hasDerivAt_sinh y)).congr_deriv (by ring))
      (by simp) (fun y hy => mul_nonneg hy (Real.sinh_nonneg_iff.mpr hy)) hy
  -- the slope of the second difference is `y/3` times the first one
  have up : 0 ≤ (1 + x ^ 2 / 3) * Real.sinh x - x * Real.cosh x :=
    nonneg_of_slope (f := fun y => (1 + y ^ 2 / 3) * Real.sinh y - y * Real.cosh y)
      (f' := fun y => y / 3 * (y * Real.cosh y - Real.sinh y))
      (fun y => ((((((hasDerivAt_id' y).fun_pow 2).div_const 3).const_add 1).fun_mul
        (Real.hasDerivAt_sinh y)).fun_sub
        ((hasDerivAt_id' y).fun_mul (Real.hasDerivAt_cosh y))).congr_deriv
          (by norm_num; ring))
      (by simp) (fun y hy => mul_nonneg (by positivity) (low y hy)) hx.le
  constructor
  · rw [div_le_div_iff₀ hx hs]
    linarith [low x hx.le]
  · have h1 : 1 / x + x / 3 = (1 + x ^ 2 / 3) / x := by
      field_simp
    rw [h1, div_le_div_iff₀ hs hx]
    linarith

variable {D : Matrix n n ℂ} {w : n → ℝ} {e : n → n → ℂ}

/-- The polarisation vectors are complete. -/
lemma NormalModes.complete (h : NormalModes D w e) :
    modeMatrix e * (modeMatrix e)ᴴ = 1 := by
  refine mul_eq_one_comm.mp ?_
  ext i j
  rw [Matrix.one_apply]
  exact h.orthonormal i j

/-- The inverse dynamical matrix is diagonal in the normal modes, with entries `1/wⱼ²`. -/
lemma NormalModes.mul_inverse (h : NormalModes D w e) :
    D * (modeMatrix e * diagonal (fun j => ((1 / w j ^ 2 : ℝ) : ℂ)) * (modeMatrix e)ᴴ) = 1 := by
  have hDU : D * modeMatrix e = modeMatrix e * diagonal (fun j => (w j : ℂ) ^ 2) := by
    ext i j
    rw [Matrix.mul_diagonal]
    change (D *ᵥ e j) i = e j i * _
    rw [h.eigen j, Pi.smul_apply, smul_eq_mul, mul_comm]
  have hd : diagonal (fun j => (w j : ℂ) ^ 2) * diagonal (fun j => ((1 / w j ^ 2 : ℝ) : ℂ))
      = (1 : Matrix n n ℂ) := by
    rw [Matrix.diagonal_mul_diagonal, ← Matrix.diagonal_one]
    congr 1
    ext j
    have hw : (w j : ℂ) ≠ 0 := Complex.ofReal_ne_zero.mpr (h.pos j).ne'
    push_cast
    field_simp
  rw [← Matrix.mul_assoc, ← Matrix.mul_assoc, hDU, Matrix.mul_assoc (modeMatrix e), hd,
    Matrix.mul_one, h.complete]

/-- A quadratic form that is diagonal in the polarisation vectors is a weighted sum of
the squared mode amplitudes of `F`. -/
lemma quadratic_form (e : n → n → ℂ) (d : n → ℝ) (F : n → ℂ) :
    star F ⬝ᵥ ((modeMatrix e * diagonal (fun j => (d j : ℂ)) * (modeMatrix e)ᴴ) *ᵥ F)
      = ((∑ j, d j * ‖star (e j) ⬝ᵥ F‖ ^ 2 : ℝ) : ℂ) := by
  rw [← Matrix.mulVec_mulVec, ← Matrix.mulVec_mulVec, Matrix.dotProduct_mulVec,
    Complex.ofReal_sum]
  refine Finset.sum_congr rfl fun j _ => ?_
  rw [Matrix.mulVec_diagonal]
  change (star F ⬝ᵥ e j) * ((d j : ℂ) * (star (e j) ⬝ᵥ F)) = _
  have hc : star F ⬝ᵥ e j = (starRingEnd ℂ) (star (e j) ⬝ᵥ F) := by
    simp [dotProduct, mul_comm]
  rw [hc, Complex.ofReal_mul, ← Complex.normSq_eq_norm_sq, ← Complex.mul_conj]
  ring

/-- **Bounds on thermal diffuse scattering.** The one-phonon intensity lies between
`(2/β)⟨F,D⁻¹F⟩` and that value plus `(β/6)‖F‖²`. -/
theorem intensity_bounds (h : NormalModes D w e) {β : ℝ} (hβ : 0 < β) (F : n → ℂ) :
    2 / β * staticResponse D F ≤ intensity β w e F ∧
    intensity β w e F ≤ 2 / β * staticResponse D F + β / 6 * ∑ i, ‖F i‖ ^ 2 := by
  -- both quadratic forms become sums over modes
  have hS : staticResponse D F = ∑ j, 1 / w j ^ 2 * ‖star (e j) ⬝ᵥ F‖ ^ 2 := by
    rw [staticResponse, Matrix.inv_eq_right_inv h.mul_inverse, quadratic_form,
      Complex.ofReal_re]
  have hN : ∑ i, ‖F i‖ ^ 2 = ∑ j, ‖star (e j) ⬝ᵥ F‖ ^ 2 := by
    have hq := quadratic_form e (fun _ => 1) F
    simp only [Complex.ofReal_one, Matrix.diagonal_one, Matrix.mul_one, h.complete,
      Matrix.one_mulVec, one_mul] at hq
    have hF : star F ⬝ᵥ F = ((∑ i, ‖F i‖ ^ 2 : ℝ) : ℂ) := by
      rw [Complex.ofReal_sum]
      refine Finset.sum_congr rfl fun i _ => ?_
      rw [← Complex.normSq_eq_norm_sq, ← Complex.mul_conj, mul_comm]
      rfl
    exact Complex.ofReal_injective (hF.symm.trans hq)
  -- the thermal factor of a single mode
  have hmode : ∀ j, 2 / β * (1 / w j ^ 2)
        ≤ Real.cosh (β * w j / 2) / Real.sinh (β * w j / 2) / w j ∧
      Real.cosh (β * w j / 2) / Real.sinh (β * w j / 2) / w j
        ≤ 2 / β * (1 / w j ^ 2) + β / 6 := by
    intro j
    have hw := h.pos j
    obtain ⟨h1, h2⟩ := coth_bounds (x := β * w j / 2) (by positivity)
    have e1 : 2 / β * (1 / w j ^ 2) = 1 / (β * w j / 2) / w j := by
      field_simp
    have e2 : β / 6 = β * w j / 2 / 3 / w j := by
      field_simp
      norm_num
    constructor
    · rw [e1]
      exact div_le_div_of_nonneg_right h1 hw.le
    · rw [e1, e2, ← add_div]
      exact div_le_div_of_nonneg_right h2 hw.le
  rw [hS, hN, intensity, Finset.mul_sum, Finset.mul_sum, ← Finset.sum_add_distrib]
  constructor
  · refine Finset.sum_le_sum fun j _ => ?_
    have := mul_le_mul_of_nonneg_left (hmode j).1 (sq_nonneg ‖star (e j) ⬝ᵥ F‖)
    linear_combination this
  · refine Finset.sum_le_sum fun j _ => ?_
    have := mul_le_mul_of_nonneg_left (hmode j).2 (sq_nonneg ‖star (e j) ⬝ᵥ F‖)
    linear_combination this

/-- **Long-wavelength limit.** If the dynamical matrix is `q² D₀`, then `q²` times the
one-phonon intensity tends to `(2/β)⟨F,D₀⁻¹F⟩` as `q → 0`, for any choice of modes at each `q`. -/
theorem acoustic_limit {D₀ : Matrix n n ℂ} {w : ℝ → n → ℝ} {e : ℝ → n → n → ℂ}
    (h : ∀ q : ℝ, q ≠ 0 → NormalModes (((q : ℂ) ^ 2) • D₀) (w q) (e q))
    {β : ℝ} (hβ : 0 < β) (F : n → ℂ) :
    Tendsto (fun q => q ^ 2 * intensity β (w q) (e q) F) (𝓝[≠] 0)
      (𝓝 (2 / β * staticResponse D₀ F)) := by
  -- the static response scales as `1/q²`
  have hs : ∀ q : ℝ, q ≠ 0 →
      staticResponse D₀ F = q ^ 2 * staticResponse (((q : ℂ) ^ 2) • D₀) F := by
    intro q hq
    have hR := (h q hq).mul_inverse
    rw [← Matrix.inv_eq_right_inv hR] at hR
    have hi : D₀⁻¹ = ((q : ℂ) ^ 2) • (((q : ℂ) ^ 2) • D₀)⁻¹ :=
      Matrix.inv_eq_right_inv (by rw [Matrix.mul_smul, ← Matrix.smul_mul]; exact hR)
    rw [staticResponse, hi, Matrix.smul_mulVec, dotProduct_smul, smul_eq_mul,
      ← Complex.ofReal_pow, Complex.re_ofReal_mul, staticResponse]
  have hc : Continuous fun q : ℝ =>
      2 / β * staticResponse D₀ F + q ^ 2 * (β / 6 * ∑ i, ‖F i‖ ^ 2) := by fun_prop
  refine tendsto_of_tendsto_of_tendsto_of_le_of_le' tendsto_const_nhds
    ((hc.tendsto' 0 _ (by simp)).mono_left nhdsWithin_le_nhds) ?_ ?_
  · filter_upwards [self_mem_nhdsWithin] with q hq
    have := mul_le_mul_of_nonneg_left (intensity_bounds (h q hq) hβ F).1 (sq_nonneg q)
    linear_combination this + 2 / β * hs q hq
  · filter_upwards [self_mem_nhdsWithin] with q hq
    have := mul_le_mul_of_nonneg_left (intensity_bounds (h q hq) hβ F).2 (sq_nonneg q)
    linear_combination this - 2 / β * hs q hq

/-- **High-temperature limit.** As `β → 0⁺`, `β` times the one-phonon intensity tends to
`2⟨F,D⁻¹F⟩`. -/
theorem high_temperature_limit (h : NormalModes D w e) (F : n → ℂ) :
    Tendsto (fun β => β * intensity β w e F) (𝓝[>] 0) (𝓝 (2 * staticResponse D F)) := by
  have hc : Continuous fun β : ℝ =>
      2 * staticResponse D F + β ^ 2 * (1 / 6 * ∑ i, ‖F i‖ ^ 2) := by fun_prop
  have hb : ∀ β : ℝ, 0 < β → β * (2 / β * staticResponse D F) = 2 * staticResponse D F := by
    intro β hβ
    rw [← mul_assoc, mul_div_cancel₀ _ hβ.ne']
  refine tendsto_of_tendsto_of_tendsto_of_le_of_le' tendsto_const_nhds
    ((hc.tendsto' 0 _ (by simp)).mono_left nhdsWithin_le_nhds) ?_ ?_
  · filter_upwards [self_mem_nhdsWithin] with β hβ
    have := mul_le_mul_of_nonneg_left (intensity_bounds h hβ F).1 (Set.mem_Ioi.mp hβ).le
    rwa [hb β hβ] at this
  · filter_upwards [self_mem_nhdsWithin] with β hβ
    have := mul_le_mul_of_nonneg_left (intensity_bounds h hβ F).2 (Set.mem_Ioi.mp hβ).le
    rw [mul_add, hb β hβ] at this
    linear_combination this

/-- Every positive definite dynamical matrix has a complete set of normal modes. -/
theorem exists_normalModes (hD : D.PosDef) : ∃ w e, NormalModes D w e := by
  have hH : D.IsHermitian := hD.1
  have hp : ∀ j, 0 < hH.eigenvalues j := fun j => hD.eigenvalues_pos j
  refine ⟨fun j => √(hH.eigenvalues j), fun j => (hH.eigenvectorBasis j).ofLp,
    fun j => Real.sqrt_pos.mpr (hp j), fun i j => ?_, fun j => ?_⟩
  · have := orthonormal_iff_ite.mp hH.eigenvectorBasis.orthonormal i j
    rw [EuclideanSpace.inner_eq_star_dotProduct, dotProduct_comm] at this
    exact this
  · have hq : ((√(hH.eigenvalues j) : ℝ) : ℂ) ^ 2 = (hH.eigenvalues j : ℂ) := by
      rw [← Complex.ofReal_pow, Real.sq_sqrt (hp j).le]
    change D *ᵥ (hH.eigenvectorBasis j).ofLp
      = (((√(hH.eigenvalues j) : ℝ) : ℂ) ^ 2) • (hH.eigenvectorBasis j).ofLp
    rw [hq, hH.mulVec_eigenvectorBasis]
    ext i
    simp [Complex.real_smul]

/-- The frequencies `1` and `2`, with polarisation vectors `(3/5, 4/5)` and `(-4/5, 3/5)`, are
normal modes of the displayed dynamical matrix of two coupled coordinates. -/
theorem normalModes_witness :
    NormalModes !![73 / 25, -36 / 25; -36 / 25, 52 / 25] ![1, 2]
      ![![3 / 5, 4 / 5], ![-4 / 5, 3 / 5]] := by
  refine ⟨fun j => ?_, fun i j => ?_, fun j => ?_⟩
  · fin_cases j <;> simp
  · -- real numbers are unchanged by conjugation
    have h3 : (starRingEnd ℂ) 3 = 3 := Complex.conj_eq_iff_im.mpr (by simp)
    have h4 : (starRingEnd ℂ) 4 = 4 := Complex.conj_eq_iff_im.mpr (by simp)
    have h5 : (starRingEnd ℂ) 5 = 5 := Complex.conj_eq_iff_im.mpr (by simp)
    fin_cases i <;> fin_cases j <;>
      simp [dotProduct, Fin.sum_univ_succ, h3, h4, h5] <;> norm_num
  · ext i
    fin_cases i <;> fin_cases j <;>
      simp [Matrix.mulVec, dotProduct, Fin.sum_univ_succ] <;> norm_num

end

end ThermalDiffuseScattering
```

```lean
#print axioms ThermalDiffuseScattering.intensity_bounds
-- 'ThermalDiffuseScattering.intensity_bounds' depends on axioms: [propext, Classical.choice, Quot.sound]
#print axioms ThermalDiffuseScattering.acoustic_limit
-- 'ThermalDiffuseScattering.acoustic_limit' depends on axioms: [propext, Classical.choice, Quot.sound]
#print axioms ThermalDiffuseScattering.high_temperature_limit
-- 'ThermalDiffuseScattering.high_temperature_limit' depends on axioms: [propext, Classical.choice, Quot.sound]
#print axioms ThermalDiffuseScattering.exists_normalModes
-- 'ThermalDiffuseScattering.exists_normalModes' depends on axioms: [propext, Classical.choice, Quot.sound]
```

## Intensity, modes and static response

Take units with $\hbar=k_B=1$, so that $\beta=1/T$, and mass-weighted coordinates, so that the dynamical matrix $D$ has the squared mode frequencies as eigenvalues. Let $e_j$ be orthonormal polarisation vectors with $De_j=w_j^2e_j$ and $w_j>0$. The vector $F$ collects the amplitudes with which the displacements scatter, and $a_j=\langle e_j,F\rangle$ is its component along mode $j$. The one-phonon intensity, up to a constant prefactor, is

$$I=\sum_j |a_j|^2\,\frac{\coth(\beta w_j/2)}{w_j}.$$

The hyperbolic cotangent equals $2n_j+1$, where $n_j$ is the Bose occupation: phonon emission contributes $n_j+1$ and absorption contributes $n_j$. The intensity is therefore summed over both processes and not resolved in energy.

Write $S=\langle F,D^{-1}F\rangle$ for the static response. The main result, `intensity_bounds`, is

$$\frac{2}{\beta}S\;\le\; I\;\le\;\frac{2}{\beta}S+\frac{\beta}{6}\|F\|^2 .$$

The lower bound is the classical, equipartition value. The width of the interval contains no frequency. For a harmonic model and a given $F$, this limits the quantum contribution to the one-phonon intensity that a classical treatment of the displacements misses. At low temperature the limit is far from sharp: for $F\ne0$ the upper bound grows without limit as $\beta\to\infty$, while $I$ tends to the finite value $\sum_j|a_j|^2/w_j$.

## From one mode to the whole lattice

**The thermal factor.** For $x\ge 0$ let $g(x)=x\cosh x-\sinh x$. Then $g(0)=0$ and $g'(x)=x\sinh x\ge 0$, so $g(x)\ge 0$. Next let

$$h(x)=\left(1+\tfrac{x^2}{3}\right)\sinh x-x\cosh x .$$

Here $h(0)=0$, and

$$h'(x)=\tfrac{2x}{3}\sinh x+\left(1+\tfrac{x^2}{3}\right)\cosh x-\cosh x-x\sinh x=\tfrac{x}{3}\,g(x)\ge 0,$$

so $h(x)\ge 0$ as well. Dividing both inequalities by $x\sinh x>0$ gives, for $x>0$,

$$\frac1x\le\coth x\le\frac1x+\frac x3 .$$

With $x=\beta w_j/2$ and a further division by $w_j$,

$$\frac{2}{\beta w_j^2}\le\frac{\coth(\beta w_j/2)}{w_j}\le\frac{2}{\beta w_j^2}+\frac{\beta}{6}.$$

**The mode sums.** Let $U$ be the matrix with columns $e_j$. Orthonormality says $U^\dagger U=1$, and since $U$ is square, $UU^\dagger=1$ too. The eigenvalue equations read $DU=U\,\mathrm{diag}(w_j^2)$. Hence

$$D\,U\,\mathrm{diag}(w_j^{-2})\,U^\dagger=UU^\dagger=1,$$

which identifies $D^{-1}=U\,\mathrm{diag}(w_j^{-2})\,U^\dagger$. Since $(U^\dagger F)_j=a_j$,

$$S=\sum_j\frac{|a_j|^2}{w_j^2},\qquad \|F\|^2=\langle F,UU^\dagger F\rangle=\sum_j|a_j|^2 .$$

Multiplying the single-mode bounds by $|a_j|^2\ge 0$ and summing over $j$ gives the bounds on $I$.

**Long wavelengths.** Suppose $D=q^2D_0$ with $q\ne 0$, and put $S_0=\langle F,D_0^{-1}F\rangle$. Then $D^{-1}=q^{-2}D_0^{-1}$, so $q^2S=S_0$. Multiplying the bounds by $q^2$ gives

$$\frac2\beta S_0\le q^2I\le\frac2\beta S_0+q^2\,\frac\beta6\|F\|^2 .$$

As $q\to 0$ the two sides meet, so $q^2I\to(2/\beta)S_0$. When $S_0$ is nonzero, this is the $1/q^2$ growth of acoustic diffuse scattering towards a Bragg peak.

**High temperature.** For fixed $D$ and $F$, which leaves out the temperature dependence of any Debye–Waller factor included in $F$, multiplying the bounds by $\beta$ gives $2S\le\beta I\le 2S+\beta^2\|F\|^2/6$. Thus $\beta I\to 2S$ as $\beta\to0^+$.

## The Lean definitions and their physical scope

The finite type `n` labels both the vibrational coordinates and the modes, so there are as many modes as coordinates. The structure `NormalModes D w e` contains exactly three conditions: positive frequencies, orthonormality and the eigenvalue equation. Hermiticity and positive definiteness of $D$ are not listed separately, because $D=U\,\mathrm{diag}(w_j^2)\,U^\dagger$ already implies them. Positivity of the frequencies stands for mechanical stability and excludes rigid translations at zero frequency.

The inner product $\langle e_j,F\rangle$ is `star (e j) ⬝ᵥ F`, conjugated in the first argument. `intensity` writes the hyperbolic cotangent as `Real.cosh` over `Real.sinh`. `staticResponse` takes the real part of $\langle F,D^{-1}F\rangle$, which loses nothing here since the mode sum is real. The squared norm appears as `∑ i, ‖F i‖ ^ 2`, the usual Euclidean one.

In `acoustic_limit`, `q` is a real number approaching zero through nonzero values, and modes may be chosen independently at each `q`. No continuity of the polarisation vectors is needed, even where frequencies coincide. The physical picture is an approach along one fixed direction, with `D₀` containing the elastic stiffness for that direction. The scaling $D=q^2D_0$ is assumed exactly: it represents the linear acoustic dispersion $w_j\propto|q|$ and omits both higher-order dispersion and optical branches. The vector `F` is held fixed, although in a real experiment it varies with the scattering vector.

The formula for the intensity is a definition, not derived from a scattering cross-section. Anharmonicity and multiphonon scattering are absent, and Debye–Waller and form factors enter only in so far as they are included in `F`.

## How the proof follows the calculation

`nonneg_of_slope` turns a nonnegative derivative and a zero initial value into nonnegativity. `coth_bounds` applies it first to $g$ and then to $h$, whose derivative is nonnegative by the first application. The lemma `div_le_div_iff₀` then converts between the inequalities for quotients and those for products.

`NormalModes.complete` obtains $UU^\dagger=1$ from $U^\dagger U=1$ through `mul_eq_one_comm`, the step that uses squareness. `NormalModes.mul_inverse` checks the explicit inverse of $D$. The lemma `quadratic_form` evaluates $\langle F,U\,\mathrm{diag}(d_j)\,U^\dagger F\rangle$ as $\sum_j d_j|a_j|^2$ for any real $d_j$.

In `intensity_bounds` this lemma is used twice: $d_j=1/w_j^2$ gives the static response (`hS`), and $d_j=1$ gives the squared norm (`hN`). The step `hmode` contains the single-mode bounds, and `Finset.sum_le_sum` adds them after multiplication by the weights.

The two limit theorems apply these bounds and finish with a squeeze argument. In `acoustic_limit`, the step `hs` proves $S_0=q^2S$. It needs no separate assumption that `D₀` is invertible, since the modes at a nonzero `q` supply an inverse.

`exists_normalModes` shows that every positive definite $D$ has modes of the required kind: it takes the orthonormal eigenvectors of the Hermitian matrix and the square roots of its positive eigenvalues. If $D_0$ is positive definite, so is $q^2D_0$ for every $q\ne0$, and suitable modes therefore exist throughout the long-wavelength limit. Finally, `normalModes_witness` verifies a concrete coupled pair of coordinates with frequencies $1$ and $2$ and polarisation vectors $(3/5,4/5)$ and $(-4/5,3/5)$.
